# Coupling a degenerate valence level to fewer conduction states leaves part of it unshifted

## Two valence bands that refuse to bend

Near the zone centre of a zinc-blende semiconductor, three p-like valence states couple to one s-like conduction state through a term linear in the wavevector. When I diagonalise this four-band Kane model without the free-electron kinetic term and without remote-band terms, the conduction and light-hole bands bend as expected, but two valence bands stay exactly flat, however large I make the coupling. Real heavy holes have a finite mass. Have I lost a matrix element, or could a more general interband coupling bend these bands as well?

## One conduction state can couple to only one combination of valence states

No matrix element of the four-band model has been lost, and no change to the coupling with its one conduction state will bend either band. The downward curvature of real heavy holes comes from their coupling to remote bands, which is left out here. With three degenerate valence states and one conduction state, at least two independent valence combinations have zero coupling at each wavevector.

**Counting the uncoupled states.** Let there be \(a\) conduction states and \(b\) valence states, with

\[
H=\begin{pmatrix}A & C\\ C^\dagger & V\end{pmatrix}.
\]

Here \(A\) and \(V\) are the conduction and valence blocks, and \(C\) is the interband coupling. Let \(L\) be the space of valence states \(y\) with \(Vy=vy\), and let \(d=\dim L\). Restricted to \(L\), the map \(C\) has some rank \(r\le a\). By rank-nullity, the states of \(L\) that \(C\) annihilates form a space \(N\) of dimension \(d-r\ge d-a\). For \(y\in N\),

\[
H\begin{pmatrix}0\\ y\end{pmatrix}=\begin{pmatrix}Cy\\ Vy\end{pmatrix}=v\begin{pmatrix}0\\ y\end{pmatrix}.
\]

So \(H\) has the energy \(v\) with multiplicity at least \(d-a\). If \(A\) and \(C\) depend on \(k\) while \(V\) does not, this holds at every \(k\) with the same \(v\); for \(d>a\), that is a flat band.

**When exactly \(d-a\) states remain.** Suppose that \(V\) is Hermitian, \(v\) is real and \(C\) maps \(L\) onto the whole conduction space. Let \(x=(x_c,x_v)\) satisfy \(Hx=vx\), that is

\[
Ax_c+Cx_v=vx_c,\qquad C^\dagger x_c+Vx_v=vx_v .
\]

Choose \(y\in L\) with \(Cy=x_c\) and multiply the second equation by \(y^\dagger\). The first term is \(y^\dagger C^\dagger x_c=(Cy)^\dagger x_c=x_c^\dagger x_c\). The second is \(y^\dagger Vx_v=(Vy)^\dagger x_v=v\,y^\dagger x_v\), which cancels the right-hand side. Hence \(x_c^\dagger x_c=0\), so \(x_c=0\). The two equations then reduce to \(Cx_v=0\) and \(Vx_v=vx_v\), so \(x_v\in N\). Since \(r=a\) here, the multiplicity is exactly \(d-a\). If \(r<a\), at least \(d-r\) states remain, which is more than \(d-a\).

**The Kane model.** Take a conduction energy \(E_c\), the coupling row \(C=iP(k_x,k_y,k_z)\) with real \(P\), and \(V=g|k|^2\,\mathbb 1\). The postulated real constant \(g\) stands for the diagonal quadratic energy of the valence states: the effect of remote bands, together with the free-electron kinetic term if that is kept. All of \(\mathbb C^3\) is one level, so \(d=3\) and \(a=1\). For \(P\ne0\) and \(k\ne0\), any conduction amplitude \(x_0\) is reached from the longitudinal state \(y=ck\) with \(c=x_0/(iP|k|^2)\), because \(Cy=iP|k|^2c=x_0\). The energy \(g|k|^2\) therefore has multiplicity exactly two. These are the heavy holes: flat for \(g=0\), dispersive for \(g\ne0\). They curve downwards, as a hole band should, only for \(g<0\); the free-electron term alone would give \(g>0\).

**The smallest case.** Two degenerate valence states and one conduction state, with \(C=(c_1,c_2)\ne0\), leave the normalised state \((c_2,-c_1)/\sqrt{|c_1|^2+|c_2|^2}\) at energy \(v\). With only one valence state the bound guarantees nothing, and any nonzero coupling does shift the level.

**In a band calculation.** Take \(g=0\) and \(k=(q,q,0)\) with \(q\neq0\). The coupling row is \(iPq(1,1,0)\), so \((1,-1,0)/\sqrt2\) and \((0,0,1)\) stay at zero energy. The state \((1,1,0)/\sqrt2\) couples to the conduction state with strength \(i\sqrt2Pq\), and the remaining \(2\times2\) problem gives

\[
E_\pm=\frac{E_c}{2}\pm\sqrt{\frac{E_c^2}{4}+2P^2q^2}.
\]

With this single conduction state, a heavy-hole mass has to enter through the valence block. A larger \(k\cdot p\) model can instead include further conduction states explicitly; once \(a\ge d\), the bound no longer forces a flat band.

Here is the same argument in Lean 4 with Mathlib.

```lean
import Mathlib

open Matrix
open scoped ComplexOrder

namespace KaneFlatHeavyHoles

noncomputable section

variable {α β : Type*} [Fintype α] [Fintype β]

/-- The space of states `x` with `M x = E x`. -/
def levelSpace {n : Type*} [Fintype n] (M : Matrix n n ℂ) (E : ℂ) : Submodule ℂ (n → ℂ) :=
  Module.End.eigenspace M.mulVecLin E

/-- The multiplicity of the energy `E`: the dimension of its eigenspace
(zero if `E` is not an eigenvalue). -/
def degeneracy {n : Type*} [Fintype n] (M : Matrix n n ℂ) (E : ℂ) : ℕ :=
  Module.finrank ℂ (levelSpace M E)

/-- The Hamiltonian with conduction block `A`, valence block `V` and interband coupling `C`. -/
def bandHamiltonian (A : Matrix α α ℂ) (C : Matrix α β ℂ) (V : Matrix β β ℂ) :
    Matrix (α ⊕ β) (α ⊕ β) ℂ :=
  fromBlocks A C Cᴴ V

/-- The valence states of energy `v` that the coupling `C` annihilates. -/
def uncoupled (C : Matrix α β ℂ) (V : Matrix β β ℂ) (v : ℂ) : Submodule ℂ (β → ℂ) :=
  levelSpace V v ⊓ LinearMap.ker C.mulVecLin

/-- A valence state regarded as a state of the full model, with zero conduction amplitude. -/
def pad : (β → ℂ) →ₗ[ℂ] (α ⊕ β → ℂ) where
  toFun y := Sum.elim 0 y
  map_add' x y := by ext (i | i) <;> simp
  map_smul' c y := by ext (i | i) <;> simp

omit [Fintype α] [Fintype β] in
/-- Distinct valence states remain distinct when regarded as states of the full model. -/
theorem pad_injective : Function.Injective (pad : (β → ℂ) →ₗ[ℂ] (α ⊕ β → ℂ)) :=
  fun _ _ h => funext fun i => congrFun h (Sum.inr i)

/-- The eigenvalue equation of the full model is a pair of coupled equations for the
conduction and valence amplitudes. -/
theorem mem_level_iff (A : Matrix α α ℂ) (C : Matrix α β ℂ) (V : Matrix β β ℂ) (v : ℂ)
    (x : α ⊕ β → ℂ) :
    x ∈ levelSpace (bandHamiltonian A C V) v ↔
      A *ᵥ (x ∘ Sum.inl) + C *ᵥ (x ∘ Sum.inr) = v • (x ∘ Sum.inl) ∧
      Cᴴ *ᵥ (x ∘ Sum.inl) + V *ᵥ (x ∘ Sum.inr) = v • (x ∘ Sum.inr) := by
  rw [levelSpace, Module.End.mem_eigenspace_iff, mulVecLin_apply, bandHamiltonian,
    fromBlocks_mulVec]
  constructor
  · intro h
    exact ⟨funext fun i => congrFun h (Sum.inl i), funext fun i => congrFun h (Sum.inr i)⟩
  · rintro ⟨h1, h2⟩
    funext i
    rcases i with i | i
    · exact congrFun h1 i
    · exact congrFun h2 i

omit [Fintype α] in
/-- The multiplicity of a valence level is the dimension of its image under the coupling `C` plus
the dimension of its subspace of uncoupled states. -/
theorem coupled_add_uncoupled (C : Matrix α β ℂ) (V : Matrix β β ℂ) (v : ℂ) :
    Module.finrank ℂ ((levelSpace V v).map C.mulVecLin) + Module.finrank ℂ (uncoupled C V v)
      = degeneracy V v := by
  let f := C.mulVecLin.domRestrict (levelSpace V v)
  have hr : LinearMap.range f = (levelSpace V v).map C.mulVecLin := by
    ext x
    constructor
    · rintro ⟨⟨y, hy⟩, rfl⟩
      exact ⟨y, hy, rfl⟩
    · rintro ⟨y, hy, rfl⟩
      exact ⟨⟨y, hy⟩, rfl⟩
  have hk : (LinearMap.ker f).map (levelSpace V v).subtype = uncoupled C V v := by
    ext x
    constructor
    · rintro ⟨⟨y, hy⟩, h, rfl⟩
      exact ⟨hy, h⟩
    · rintro ⟨hy, h⟩
      exact ⟨⟨x, hy⟩, h, rfl⟩
  have e := (Submodule.equivMapOfInjective (levelSpace V v).subtype
    Subtype.val_injective (LinearMap.ker f)).finrank_eq
  -- rank-nullity for the coupling restricted to the level
  have h := f.finrank_range_add_finrank_ker
  rw [e, hk, hr] at h
  exact h

/-- Uncoupled valence states of energy `v` are eigenstates of the full model at energy `v`. -/
theorem pad_uncoupled_le (A : Matrix α α ℂ) (C : Matrix α β ℂ) (V : Matrix β β ℂ) (v : ℂ) :
    (uncoupled C V v).map pad ≤ levelSpace (bandHamiltonian A C V) v := by
  rintro _ ⟨y, ⟨hy, hC⟩, rfl⟩
  have hy' : V *ᵥ y = v • y := Module.End.mem_eigenspace_iff.1 hy
  have hC' : C *ᵥ y = 0 := hC
  have h1 : (pad y : α ⊕ β → ℂ) ∘ Sum.inl = 0 := rfl
  have h2 : (pad y : α ⊕ β → ℂ) ∘ Sum.inr = y := rfl
  rw [mem_level_iff, h1, h2]
  simp [hy', hC']

/-- A valence level of multiplicity `d`, coupled in any way to `a` conduction states, remains
at its energy with multiplicity at least `d - a`. -/
theorem degeneracy_le_add_card (A : Matrix α α ℂ) (C : Matrix α β ℂ) (V : Matrix β β ℂ)
    (v : ℂ) :
    degeneracy V v ≤ degeneracy (bandHamiltonian A C V) v + Fintype.card α := by
  have h := coupled_add_uncoupled C V v
  have h1 := Submodule.finrank_le ((levelSpace V v).map C.mulVecLin)
  rw [Module.finrank_fintype_fun_eq_card] at h1
  have h2 := Submodule.finrank_mono (pad_uncoupled_le A C V v)
  rw [← (Submodule.equivMapOfInjective pad pad_injective (uncoupled C V v)).finrank_eq] at h2
  change _ ≤ degeneracy (bandHamiltonian A C V) v at h2
  omega

/-- If a level `v` of the `k`-independent valence block `V` has more states than there are
conduction states, then at every wavevector `k` some nonzero, purely valence state has the energy
`v`. -/
theorem flat_band {K : Type*} (A : K → Matrix α α ℂ) (C : K → Matrix α β ℂ)
    (V : Matrix β β ℂ) (v : ℂ) (had : Fintype.card α < degeneracy V v) (k : K) :
    ∃ y : β → ℂ, y ≠ 0 ∧
      bandHamiltonian (A k) (C k) V *ᵥ Sum.elim (0 : α → ℂ) y =
        v • Sum.elim (0 : α → ℂ) y := by
  have h := coupled_add_uncoupled (C k) V v
  have h1 := Submodule.finrank_le ((levelSpace V v).map (C k).mulVecLin)
  rw [Module.finrank_fintype_fun_eq_card] at h1
  have hne : uncoupled (C k) V v ≠ ⊥ := by
    intro h0
    rw [h0, finrank_bot] at h
    omega
  obtain ⟨y, hy, hy0⟩ := (Submodule.ne_bot_iff _).1 hne
  have hm : (pad y : α ⊕ β → ℂ) ∈ levelSpace (bandHamiltonian (A k) (C k) V) v :=
    pad_uncoupled_le (A k) (C k) V v ⟨y, hy, rfl⟩
  have he := Module.End.mem_eigenspace_iff.1 hm
  exact ⟨y, hy0, he⟩

/-- For Hermitian `V` and real `v`, if the coupling maps the valence level onto all `a`
conduction states, the multiplicity drops by exactly `a`. -/
theorem degeneracy_add_card_eq (A : Matrix α α ℂ) (C : Matrix α β ℂ) (V : Matrix β β ℂ)
    (v : ℝ) (hV : V.IsHermitian)
    (hC : ∀ x : α → ℂ, ∃ y, V *ᵥ y = (v : ℂ) • y ∧ C *ᵥ y = x) :
    degeneracy (bandHamiltonian A C V) v + Fintype.card α = degeneracy V v := by
  have hle : levelSpace (bandHamiltonian A C V) v ≤ (uncoupled C V v).map pad := by
    intro x hx
    obtain ⟨h1, h2⟩ := (mem_level_iff A C V v x).1 hx
    obtain ⟨y, hVy, hCy⟩ := hC (x ∘ Sum.inl)
    -- project the valence equation on the level state `y`
    have e1 : star y ⬝ᵥ (Cᴴ *ᵥ (x ∘ Sum.inl)) = star (x ∘ Sum.inl) ⬝ᵥ (x ∘ Sum.inl) := by
      rw [Matrix.dotProduct_mulVec, ← Matrix.star_mulVec, hCy]
    have hs : star y ᵥ* V = (v : ℂ) • star y := by
      have h := Matrix.star_mulVec V y
      rw [hV.eq, hVy] at h
      rw [← h]
      ext i
      simp
    have e2 : star y ⬝ᵥ (V *ᵥ (x ∘ Sum.inr)) = (v : ℂ) * (star y ⬝ᵥ (x ∘ Sum.inr)) := by
      rw [Matrix.dotProduct_mulVec, hs, smul_dotProduct, smul_eq_mul]
    have e3 := congrArg (fun z => star y ⬝ᵥ z) h2
    simp only [dotProduct_add, dotProduct_smul, smul_eq_mul, e1, e2] at e3
    have hx0 : x ∘ Sum.inl = 0 :=
      dotProduct_star_self_eq_zero.1 (by linear_combination e3)
    rw [hx0, mulVec_zero, zero_add] at h1 h2
    rw [smul_zero] at h1
    refine ⟨x ∘ Sum.inr, ⟨Module.End.mem_eigenspace_iff.2 h2, h1⟩, ?_⟩
    funext i
    rcases i with i | i
    · exact (congrFun hx0 i).symm
    · rfl
  have heq := le_antisymm hle (pad_uncoupled_le A C V v)
  have hmap : (levelSpace V v).map C.mulVecLin = ⊤ := by
    rw [eq_top_iff]
    intro x _
    obtain ⟨y, hy, hx⟩ := hC x
    exact ⟨y, Module.End.mem_eigenspace_iff.2 hy, hx⟩
  have h := coupled_add_uncoupled C V v
  rw [hmap, finrank_top, Module.finrank_fintype_fun_eq_card] at h
  rw [degeneracy, heq,
    ← (Submodule.equivMapOfInjective pad pad_injective (uncoupled C V v)).finrank_eq]
  omega

/-- The isotropic remote-band energy `g |k|²` of the valence states. -/
def remoteEnergy (g : ℝ) (k : Fin 3 → ℝ) : ℝ := g * ∑ j, k j ^ 2

/-- The spinless four-band Kane Hamiltonian: one conduction state of energy `Ec`, three
valence states of energy `g |k|²`, and the coupling `i P k`. -/
def kane (Ec P g : ℝ) (k : Fin 3 → ℝ) : Matrix (Fin 1 ⊕ Fin 3) (Fin 1 ⊕ Fin 3) ℂ :=
  bandHamiltonian (fun _ _ => (Ec : ℂ)) (fun _ j => Complex.I * P * k j)
    ((remoteEnergy g k : ℂ) • 1)

/-- For `P ≠ 0` and `k ≠ 0` the energy `g |k|²` has multiplicity exactly two in the
four-band Kane model. -/
theorem kane_heavy_holes (Ec P g : ℝ) (k : Fin 3 → ℝ) (hP : P ≠ 0) (hk : k ≠ 0) :
    degeneracy (kane Ec P g k) (remoteEnergy g k) = 2 := by
  have hs : (∑ j, k j ^ 2) ≠ 0 := by
    intro h
    apply hk
    funext j
    have hj := (Finset.sum_eq_zero_iff_of_nonneg (fun i _ => sq_nonneg (k i))).1 h j
      (Finset.mem_univ j)
    exact (pow_eq_zero_iff two_ne_zero).1 hj
  have hsC : (∑ j, (k j : ℂ) ^ 2) ≠ 0 := by exact_mod_cast hs
  have hPC : (P : ℂ) ≠ 0 := by exact_mod_cast hP
  have hV : ∀ y : Fin 3 → ℂ, ((remoteEnergy g k : ℂ) • (1 : Matrix (Fin 3) (Fin 3) ℂ)) *ᵥ y
      = (remoteEnergy g k : ℂ) • y := by
    intro y
    rw [Matrix.smul_mulVec, Matrix.one_mulVec]
  have hd : degeneracy ((remoteEnergy g k : ℂ) • (1 : Matrix (Fin 3) (Fin 3) ℂ))
      (remoteEnergy g k) = 3 := by
    have ht : levelSpace ((remoteEnergy g k : ℂ) • (1 : Matrix (Fin 3) (Fin 3) ℂ))
        (remoteEnergy g k) = ⊤ :=
      eq_top_iff.2 fun y _ => Module.End.mem_eigenspace_iff.2 (hV y)
    rw [degeneracy, ht, finrank_top, Module.finrank_fintype_fun_eq_card, Fintype.card_fin]
  have h := degeneracy_add_card_eq (fun _ _ => (Ec : ℂ))
    (fun (_ : Fin 1) j => Complex.I * P * k j)
    ((remoteEnergy g k : ℂ) • (1 : Matrix (Fin 3) (Fin 3) ℂ)) (remoteEnergy g k)
    (by simp [Matrix.IsHermitian, Matrix.conjTranspose_smul]) (by
      intro x
      -- the longitudinal valence state, along `k`, reaches the conduction state
      let c : ℂ := x 0 / (Complex.I * P * ∑ j, (k j : ℂ) ^ 2)
      refine ⟨fun j => c * k j, hV _, ?_⟩
      funext i
      have hi : i = 0 := Subsingleton.elim _ _
      subst hi
      calc _ = ∑ j, (Complex.I * P * k j) * (c * k j) := rfl
        _ = (Complex.I * P * ∑ j, (k j : ℂ) ^ 2) * c := by
          rw [Finset.mul_sum, Finset.sum_mul]
          exact Finset.sum_congr rfl fun j _ => by ring
        _ = x 0 := mul_div_cancel₀ _ (mul_ne_zero (mul_ne_zero Complex.I_ne_zero hPC) hsC))
  rw [hd, Fintype.card_fin] at h
  change degeneracy (kane Ec P g k) (remoteEnergy g k) + 1 = 3 at h
  omega

end

end KaneFlatHeavyHoles
```

```lean
#print axioms KaneFlatHeavyHoles.degeneracy_le_add_card
#print axioms KaneFlatHeavyHoles.flat_band
#print axioms KaneFlatHeavyHoles.degeneracy_add_card_eq
#print axioms KaneFlatHeavyHoles.kane_heavy_holes
```

```
'KaneFlatHeavyHoles.degeneracy_le_add_card' depends on axioms: [propext, Classical.choice, Quot.sound]
'KaneFlatHeavyHoles.flat_band' depends on axioms: [propext, Classical.choice, Quot.sound]
'KaneFlatHeavyHoles.degeneracy_add_card_eq' depends on axioms: [propext, Classical.choice, Quot.sound]
'KaneFlatHeavyHoles.kane_heavy_holes' depends on axioms: [propext, Classical.choice, Quot.sound]
```

**What the definitions and theorems say.** The finite types `α` and `β` label the conduction and valence states, so \(a\) is `Fintype.card α`. `bandHamiltonian A C V` is \(H\), with the lower-left block fixed as `Cᴴ`. `levelSpace M E` is the eigenspace of \(M\) at energy \(E\), and `degeneracy M E` is its dimension. This is the geometric multiplicity; for a Hermitian matrix it is also the multiplicity as a root of the characteristic polynomial.

`degeneracy_le_add_card` states the bound as \(d\le(\text{multiplicity in }H)+a\), which avoids subtraction of natural numbers. It holds for all complex `A`, `C`, `V` and `v`; Hermitian blocks are the physical case, but they are not required.

In `flat_band`, the type `K` holds the wavevectors, `A` and `C` are arbitrary functions on it, and `V` is a single matrix. That last choice is where \(k\)-dependent terms, whether free-electron or remote-band, are excluded from the valence block. If \(a<d\), the theorem gives at each `k` a nonzero valence vector `y` such that \((0,y)\) has energy `v`. It does not say that `y` can be chosen continuously in `k`. The count of at least \(d-a\) states at each `k` comes from the previous theorem.

`degeneracy_add_card_eq` is the equality case. Its hypothesis `hC` says that every conduction vector is the image under `C` of some state in the level.

`kane_heavy_holes` gives multiplicity two for real `Ec`, `P` and `g`, with `P ≠ 0` and `k ≠ 0`. At `k = 0` the coupling vanishes and the multiplicity is at least three. The model has no spin and hence no spin-orbit splitting, and its quadratic valence term is isotropic; a crystal's remote-band terms generally also depend on the direction of \(k\) and mix the valence states.

**From the calculation to the Lean proof.** `mem_level_iff` splits the eigenvalue equation into the conduction and valence equations above. The space \(N\) is `uncoupled C V v`, and `pad` sends \(y\) to \((0,y)\).

`coupled_add_uncoupled` is the rank-nullity step. It restricts `C` to the level as a map `f`, identifies the range and kernel of `f` in `hr` and `hk`, and concludes that \(r+\dim N=d\). `pad_uncoupled_le` checks that \((0,y)\) satisfies the eigenvalue equation of \(H\) at energy \(v\).

The bound then needs two comparisons: the image of the level has dimension at most \(a\), and the padded copy of \(N\) fits inside the eigenspace of \(H\). By `pad_injective`, padding preserves dimension, and `omega` combines the inequalities. `flat_band` uses the same count: if \(N\) were zero, \(d\) would be at most \(a\), against the hypothesis.

In the equality theorem, `e1` turns the coupling term into \(x_c^\dagger x_c\), while `hs` and `e2` move the Hermitian `V` onto \(y\). The projected valence equation is `e3`, from which `linear_combination` extracts \(x_c^\dagger x_c=0\). The eigenspace of \(H\) is therefore no larger than the padded copy of \(N\), and `hmap` records that the image of the level is the full conduction space.

For the Kane model, `hs` shows that \(|k|^2\ne0\), `hd` computes \(d=3\), and the longitudinal state with coefficient `c` supplies `hC`. The equality theorem then reads "multiplicity plus one equals three".
